# When a cubic (001) film changes area, fixed volume costs less linear-elastic energy than fixed height exactly when $C_{11}<2C_{12}$

## Strains, stiffnesses and two constraints

Let $a$ and $b$ be the normal strains that a substrate imposes in the plane of a cubic film, and $z$ the strain along its normal. All three lie along cube axes, and there is no shear. These letters are strains, not lattice parameters or coordinates. The elastic energy density is

$$E(a,b,z)=\tfrac12 C_{11}(a^2+b^2+z^2)+C_{12}(ab+bz+za).$$

Here $C_{11}$ is the stiffness against strain along one cube axis, and $C_{12}$ couples strains along different axes.

If the height is not relaxed, it has to be prescribed. Fixed height means $z=0$. Fixed volume means $a+b+z=0$, which conserves volume to first order in the strains. Which choice has the lower energy?

The answer bears on simulations that model the strained film by a periodic bulk cell without vacuum and hold the height or volume of that cell fixed, as long as the crystal responds as a uniform, linear-elastic cubic one. In a slab cell with vacuum, fixing the cell height does not fix the height of the film.

## The comparison

Write $s=a+b$ for the in-plane area change to first order, and assume $s\neq0$. Let the height compensate a fraction $t>0$ of it, so that $z=-ts$. Only terms containing $z$ change:

$$E(a,b,-ts)-E(a,b,0)=\tfrac12C_{11}t^2s^2-C_{12}ts^2=\tfrac12ts^2\,(tC_{11}-2C_{12}).$$

The prefactor is positive, so compensation lowers the energy exactly when $tC_{11}<2C_{12}$. Fixed volume is $t=1$, which gives $C_{11}<2C_{12}$. The two constraints tie exactly when $C_{11}=2C_{12}$. For equal strains $a=b=e\neq0$, the fixed-volume choice is $z=-2e$.

The Poisson ratio along a cube axis is $\nu=C_{12}/(C_{11}+C_{12})$. If $C_{11}+C_{12}>0$, as in any stable cubic crystal, then $\nu>1/3$ means $3C_{12}>C_{11}+C_{12}$, which is again $C_{11}<2C_{12}$.

## Better is not yet optimal

Suppose $C_{11}>0$, so that the film resists a change of height. At fixed volume the normal stress is

$$\frac{\partial E}{\partial z}=-C_{11}s+C_{12}s=-(C_{11}-C_{12})s.$$

Change the height strain by $k=(C_{11}-C_{12})s/C_{11}$, along the residual force. The energy changes by

$$-C_{11}k\cdot k+\tfrac12C_{11}k^2=-\tfrac12C_{11}k^2.$$

If fixed volume is optimal, this cannot be negative, so $k=0$ and $C_{11}=C_{12}$. Conversely, if $C_{11}=C_{12}$, every height strain $w$ satisfies

$$E(a,b,w)-E(a,b,-s)=\tfrac12C_{11}(w^2-s^2)+C_{11}s(w+s)=\tfrac12C_{11}(w+s)^2\ge0.$$

Stability of a cubic crystal requires $C_{11}>C_{12}$, so equality is a limiting case.

Completing the square for general $C_{12}$ gives a neighbouring result, which the Lean code leaves out: the unique optimal height strain is $z=-C_{12}s/C_{11}$, or $-2C_{12}e/C_{11}$ for equal strains.

## Reading the Lean statements

`filmEnergy` is $E$, `dilation` is $a+b+z$, and `poissonRatio` is $\nu$, entered as a formula and not derived from a stress calculation. Strains and stiffnesses are real numbers, with both stiffnesses in the same unit. The hypothesis `hv` imposes fixed volume and `hs` says $a+b\neq0$. In the last theorem, `∀ w` ranges over all real height strains, including ones too large for linear elasticity.

It is not enough to ask for some nonzero in-plane strain. If $b=-a$, both constraints give $z=0$ and the energies agree for all stiffnesses, so the criterion fails whenever $C_{11}<2C_{12}$.

The step left to the user is to identify a real film's energy with this bulk quadratic form, neglecting surface contributions.

```lean
import Mathlib

namespace CubicFilmConstraints

noncomputable section

/-- Elastic energy density of a cubic crystal with normal strains `a`, `b` in the film plane
and `z` along the film normal, all along cube axes, without shear. -/
def filmEnergy (C11 C12 a b z : ℝ) : ℝ :=
  C11 * (a ^ 2 + b ^ 2 + z ^ 2) / 2 + C12 * (a * b + b * z + z * a)

/-- Relative change of volume to first order in the strains. -/
def dilation (a b z : ℝ) : ℝ := a + b + z

/-- The Poisson ratio of a cubic crystal along a cube axis, for `C11 + C12 ≠ 0`. -/
def poissonRatio (C11 C12 : ℝ) : ℝ := C12 / (C11 + C12)

/-- Let the height compensate a fraction `t > 0` of a nonzero in-plane area change `a + b`.
This lowers the energy below that of the film of fixed height exactly when
`t * C11 < 2 * C12`. -/
theorem partial_compensation_lt_fixedHeight_iff {C11 C12 a b t : ℝ}
    (ht : 0 < t) (hs : a + b ≠ 0) :
    filmEnergy C11 C12 a b (-(t * (a + b))) < filmEnergy C11 C12 a b 0 ↔
      t * C11 < 2 * C12 := by
  -- the energy difference is a positive factor times `t * C11 - 2 * C12`
  have hd : filmEnergy C11 C12 a b (-(t * (a + b))) - filmEnergy C11 C12 a b 0
      = t * (a + b) ^ 2 / 2 * (t * C11 - 2 * C12) := by
    unfold filmEnergy
    ring
  have hsq : 0 < (a + b) ^ 2 :=
    lt_of_le_of_ne (sq_nonneg _) (Ne.symm (pow_ne_zero 2 hs))
  have hp : 0 < t * (a + b) ^ 2 / 2 := half_pos (mul_pos ht hsq)
  constructor
  · intro hlt
    by_contra hn
    have h := mul_nonneg hp.le (sub_nonneg.2 (not_lt.1 hn))
    linarith
  · intro hlt
    have h := mul_neg_of_pos_of_neg hp (sub_neg.2 hlt)
    linarith

/-- For in-plane strains with `a + b ≠ 0`, the film that keeps its volume to first order has
a lower energy than the film that keeps its height exactly when `C11 < 2 * C12`. -/
theorem fixedVolume_lt_fixedHeight_iff {C11 C12 a b z : ℝ}
    (hs : a + b ≠ 0) (hv : dilation a b z = 0) :
    filmEnergy C11 C12 a b z < filmEnergy C11 C12 a b 0 ↔ C11 < 2 * C12 := by
  unfold dilation at hv
  -- fixed volume is full compensation, `t = 1`
  have hz : z = -(1 * (a + b)) := by linarith
  rw [hz, partial_compensation_lt_fixedHeight_iff one_pos hs, one_mul]

/-- For equal in-plane strains `e ≠ 0`, the choice `z = -2 * e` lies below the choice `z = 0`
in energy exactly when `C11 < 2 * C12`. -/
theorem equibiaxial_fixedVolume_lt_fixedHeight_iff {C11 C12 e : ℝ} (he : e ≠ 0) :
    filmEnergy C11 C12 e e (-2 * e) < filmEnergy C11 C12 e e 0 ↔ C11 < 2 * C12 := by
  apply fixedVolume_lt_fixedHeight_iff
  · intro h
    apply he
    linarith
  · unfold dilation
    ring

/-- For in-plane strains with `a + b ≠ 0`, fixed volume (to first order) and fixed height give
the same energy exactly when `C11 = 2 * C12`. -/
theorem fixedVolume_eq_fixedHeight_iff {C11 C12 a b z : ℝ}
    (hs : a + b ≠ 0) (hv : dilation a b z = 0) :
    filmEnergy C11 C12 a b z = filmEnergy C11 C12 a b 0 ↔ C11 = 2 * C12 := by
  unfold dilation at hv
  have hz : z = -(a + b) := by linarith
  have hd : filmEnergy C11 C12 a b z - filmEnergy C11 C12 a b 0
      = (a + b) ^ 2 * (C11 - 2 * C12) / 2 := by
    rw [hz]
    unfold filmEnergy
    ring
  constructor
  · intro h
    have h0 : (a + b) ^ 2 * (C11 - 2 * C12) = 0 := by linarith
    rcases mul_eq_zero.1 h0 with h1 | h1
    · exact absurd h1 (pow_ne_zero 2 hs)
    · linarith
  · intro h
    have h0 : C11 - 2 * C12 = 0 := by linarith
    rw [h0, mul_zero, zero_div] at hd
    linarith

/-- If `C11 + C12 > 0` and `a + b ≠ 0`, the film of fixed volume (to first order) has a lower
energy than the film of fixed height exactly when the Poisson ratio exceeds one third. -/
theorem fixedVolume_lt_fixedHeight_iff_poissonRatio {C11 C12 a b z : ℝ}
    (hC : 0 < C11 + C12) (hs : a + b ≠ 0) (hv : dilation a b z = 0) :
    filmEnergy C11 C12 a b z < filmEnergy C11 C12 a b 0 ↔
      1 / 3 < poissonRatio C11 C12 := by
  rw [fixedVolume_lt_fixedHeight_iff hs hv, poissonRatio, lt_div_iff₀ hC]
  constructor <;> intro h <;> linarith

/-- For `C11 > 0` and `a + b ≠ 0`, the height that keeps the volume to first order minimises
the energy over all heights exactly when `C11 = C12`. -/
theorem fixedVolume_optimal_iff {C11 C12 a b z : ℝ}
    (hC : 0 < C11) (hs : a + b ≠ 0) (hv : dilation a b z = 0) :
    (∀ w, filmEnergy C11 C12 a b z ≤ filmEnergy C11 C12 a b w) ↔ C11 = C12 := by
  unfold dilation at hv
  have hz : z = -(a + b) := by linarith
  rw [hz]
  constructor
  · intro h
    -- displace the surface along the residual normal force
    obtain ⟨k, hk⟩ : ∃ k : ℝ, C11 * k = (C11 - C12) * (a + b) := by
      have hne : C11 ≠ 0 := hC.ne'
      exact ⟨(C11 - C12) * (a + b) / C11, by field_simp⟩
    have hd : filmEnergy C11 C12 a b (-(a + b) + k) - filmEnergy C11 C12 a b (-(a + b))
        = -(C11 * k ^ 2 / 2) := by
      unfold filmEnergy
      linear_combination k * hk
    have hle := h (-(a + b) + k)
    -- the energy cannot drop, so the displacement and the force vanish
    have hk0 : k = 0 := by
      by_contra hn
      have hk1 : k ≠ 0 := hn
      have hpos : 0 < C11 * k ^ 2 := by positivity
      linarith
    rw [hk0, mul_zero] at hk
    rcases mul_eq_zero.1 hk.symm with h1 | h1
    · linarith
    · exact absurd h1 hs
  · intro h w
    rw [← h]
    -- the energy above the fixed-volume state is a complete square
    have hd : filmEnergy C11 C11 a b w - filmEnergy C11 C11 a b (-(a + b))
        = C11 * (w + (a + b)) ^ 2 / 2 := by
      unfold filmEnergy
      ring
    have hn := mul_nonneg hC.le (sq_nonneg (w + (a + b)))
    linarith

end

end CubicFilmConstraints
```

```lean
#print axioms CubicFilmConstraints.equibiaxial_fixedVolume_lt_fixedHeight_iff
-- 'CubicFilmConstraints.equibiaxial_fixedVolume_lt_fixedHeight_iff' depends on axioms: [propext, Classical.choice, Quot.sound]
#print axioms CubicFilmConstraints.fixedVolume_eq_fixedHeight_iff
-- 'CubicFilmConstraints.fixedVolume_eq_fixedHeight_iff' depends on axioms: [propext, Classical.choice, Quot.sound]
#print axioms CubicFilmConstraints.fixedVolume_lt_fixedHeight_iff_poissonRatio
-- 'CubicFilmConstraints.fixedVolume_lt_fixedHeight_iff_poissonRatio' depends on axioms: [propext, Classical.choice, Quot.sound]
#print axioms CubicFilmConstraints.fixedVolume_optimal_iff
-- 'CubicFilmConstraints.fixedVolume_optimal_iff' depends on axioms: [propext, Classical.choice, Quot.sound]
```

## Signs and squares in the proof

`partial_compensation_lt_fixedHeight_iff` carries the comparison. Its `hd` is the factorised energy difference, checked by `ring`, and `hp` is the positivity of the prefactor. The two directions then read off the sign of the other factor.

`fixedVolume_lt_fixedHeight_iff` sets $t=1$, and the equibiaxial theorem specialises it to $a=b=e$. The tie uses the same difference: a vanishing product with $(a+b)^2\neq0$ forces $C_{11}=2C_{12}$. For the Poisson ratio, `lt_div_iff₀` clears the positive denominator.

In `fixedVolume_optimal_iff`, `hk` defines the trial displacement by $C_{11}k=(C_{11}-C_{12})(a+b)$. `linear_combination k * hk` turns this into the energy drop $-C_{11}k^2/2$, and optimality then forces $k=0$. The converse is the completed square, again checked by `ring`.
